# For symmetric $H_0$, the Hylleraas functional is stationary exactly where the first-order equation holds

Let $H_0$ be a symmetric linear operator and $V$ a linear operator, both defined on all of a complex inner-product space, let $E_0,E_1$ be real, and fix a vector $\psi_0$. The functional $J(\varphi)=\mathrm{Re}\langle\varphi,(H_0-E_0)\varphi\rangle+2\,\mathrm{Re}\langle\varphi,(V-E_1)\psi_0\rangle$ has zero derivative at $\varphi$ in every direction if and only if $(H_0-E_0)\varphi=-(V-E_1)\psi_0$.

In Lean 4 with Mathlib:

```lean
import Mathlib

open scoped ComplexConjugate

namespace HylleraasStationarity

noncomputable section

variable {𝓗 : Type*} [NormedAddCommGroup 𝓗] [InnerProductSpace ℂ 𝓗]

/-- The Hylleraas functional
`J(φ) = Re⟨φ, (H₀ - E₀)φ⟩ + 2 Re⟨φ, (V - E₁)ψ₀⟩`. -/
def hylleraas (H₀ V : 𝓗 →ₗ[ℂ] 𝓗) (E₀ E₁ : ℝ) (ψ₀ φ : 𝓗) : ℝ :=
  (inner ℂ φ (H₀ φ - (E₀ : ℂ) • φ)).re + 2 * (inner ℂ φ (V ψ₀ - (E₁ : ℂ) • ψ₀)).re

/-- The residual `(H₀ - E₀)φ + (V - E₁)ψ₀` of the first-order equation. -/
def residual (H₀ V : 𝓗 →ₗ[ℂ] 𝓗) (E₀ E₁ : ℝ) (ψ₀ φ : 𝓗) : 𝓗 :=
  (H₀ φ - (E₀ : ℂ) • φ) + (V ψ₀ - (E₁ : ℂ) • ψ₀)

/-- The functional is stationary at `φ` for variations in the subspace `W`: the derivative of
`s ↦ J(φ + s η)` at `s = 0`, with `s` real, is zero for each `η` in `W`. -/
def StationaryOn (H₀ V : 𝓗 →ₗ[ℂ] 𝓗) (E₀ E₁ : ℝ) (ψ₀ : 𝓗) (W : Submodule ℂ 𝓗) (φ : 𝓗) : Prop :=
  ∀ η ∈ W, HasDerivAt (fun s : ℝ => hylleraas H₀ V E₀ E₁ ψ₀ (φ + (s : ℂ) • η)) 0 0

variable {H₀ : 𝓗 →ₗ[ℂ] 𝓗} (hH : H₀.IsSymmetric) (V : 𝓗 →ₗ[ℂ] 𝓗) (E₀ E₁ : ℝ) (ψ₀ : 𝓗)

include hH

/-- Along a line `φ + s η` the Hylleraas functional is a quadratic polynomial in `s`, with
linear coefficient `2 Re⟨η, r⟩`, where `r` is the residual at `φ`. -/
theorem hylleraas_line (φ η : 𝓗) (s : ℝ) :
    hylleraas H₀ V E₀ E₁ ψ₀ (φ + (s : ℂ) • η) =
      hylleraas H₀ V E₀ E₁ ψ₀ φ + s * (2 * (inner ℂ η (residual H₀ V E₀ E₁ ψ₀ φ)).re)
        + s ^ 2 * (inner ℂ η (H₀ η - (E₀ : ℂ) • η)).re := by
  -- symmetry of `H₀` makes the real parts of its two cross terms equal
  have h1 : (inner ℂ φ (H₀ η)).re = (inner ℂ η (H₀ φ)).re := by
    rw [← hH φ η, ← inner_conj_symm (H₀ φ) η, Complex.conj_re]
  have h2 : (inner ℂ φ η).re = (inner ℂ η φ).re := by
    rw [← inner_conj_symm φ η, Complex.conj_re]
  simp only [hylleraas, residual, map_add, map_smul, smul_add, inner_add_left, inner_add_right,
    inner_sub_right, inner_smul_left, inner_smul_right, Complex.conj_ofReal, Complex.add_re,
    Complex.sub_re, Complex.re_ofReal_mul]
  linear_combination s * h1 - E₀ * s * h2

/-- The derivative of the Hylleraas functional at `φ` in the direction `η` is `2 Re⟨η, r⟩`,
where `r` is the residual at `φ`. -/
theorem hasDerivAt_hylleraas (φ η : 𝓗) :
    HasDerivAt (fun s : ℝ => hylleraas H₀ V E₀ E₁ ψ₀ (φ + (s : ℂ) • η))
      (2 * (inner ℂ η (residual H₀ V E₀ E₁ ψ₀ φ)).re) 0 := by
  simp only [hylleraas_line hH]
  have h (a b c : ℝ) : HasDerivAt (fun s : ℝ => a + s * b + s ^ 2 * c) b 0 := by
    have h1 := ((hasDerivAt_id' (0 : ℝ)).mul_const b).const_add a
    have h2 := ((hasDerivAt_id' (0 : ℝ)).fun_pow 2).mul_const c
    exact (h1.fun_add h2).congr_deriv (by simp)
  exact h _ _ _

/-- The functional is stationary for variations in a subspace `W` if and only if the residual
is orthogonal to `W`. -/
theorem stationaryOn_iff_orthogonal (W : Submodule ℂ 𝓗) (φ : 𝓗) :
    StationaryOn H₀ V E₀ E₁ ψ₀ W φ ↔
      ∀ η ∈ W, inner ℂ η (residual H₀ V E₀ E₁ ψ₀ φ) = 0 := by
  constructor
  · intro h
    have key : ∀ η ∈ W, (inner ℂ η (residual H₀ V E₀ E₁ ψ₀ φ)).re = 0 := by
      intro η hη
      have := (h η hη).unique (hasDerivAt_hylleraas hH V E₀ E₁ ψ₀ φ η)
      linarith
    intro η hη
    -- the direction `i η` controls the imaginary part
    have him := key (Complex.I • η) (W.smul_mem _ hη)
    refine Complex.ext (key η hη) ?_
    simpa [inner_smul_left] using him
  · intro h η hη
    exact (hasDerivAt_hylleraas hH V E₀ E₁ ψ₀ φ η).congr_deriv (by simp [h η hη])

/-- The derivative of `s ↦ J(φ + s η)` at `s = 0` vanishes for every direction `η` if and only
if `φ` solves the first-order equation `(H₀ - E₀)φ = -(V - E₁)ψ₀`. -/
theorem stationary_iff_first_order (φ : 𝓗) :
    (∀ η : 𝓗, HasDerivAt (fun s : ℝ => hylleraas H₀ V E₀ E₁ ψ₀ (φ + (s : ℂ) • η)) 0 0) ↔
      H₀ φ - (E₀ : ℂ) • φ = -(V ψ₀ - (E₁ : ℂ) • ψ₀) := by
  have h := stationaryOn_iff_orthogonal hH V E₀ E₁ ψ₀ ⊤ φ
  rw [eq_neg_iff_add_eq_zero]
  constructor
  · intro hs
    -- test the residual against itself
    exact inner_self_eq_zero.mp (h.mp (fun η _ => hs η) _ Submodule.mem_top)
  · intro hr η
    refine h.mpr (fun ξ _ => ?_) η Submodule.mem_top
    rw [residual, hr, inner_zero_right]

/-- In a finite basis set `χ`, not necessarily orthogonal, `φ = ∑ cⱼ χⱼ` is stationary for
variations in the span of `χ` if and only if the coefficients solve the linear equations
`∑ⱼ ⟨χᵢ, (H₀ - E₀)χⱼ⟩ cⱼ = -⟨χᵢ, (V - E₁)ψ₀⟩`. -/
theorem stationaryOn_span_iff {ι : Type*} [Fintype ι] (χ : ι → 𝓗) (c : ι → ℂ) :
    StationaryOn H₀ V E₀ E₁ ψ₀ (Submodule.span ℂ (Set.range χ)) (∑ j, c j • χ j) ↔
      ∀ i, ∑ j, inner ℂ (χ i) (H₀ (χ j) - (E₀ : ℂ) • χ j) * c j =
        -inner ℂ (χ i) (V ψ₀ - (E₁ : ℂ) • ψ₀) := by
  rw [stationaryOn_iff_orthogonal hH]
  have hsum : H₀ (∑ j, c j • χ j) - (E₀ : ℂ) • ∑ j, c j • χ j =
      ∑ j, c j • (H₀ (χ j) - (E₀ : ℂ) • χ j) := by
    simp only [map_sum, map_smul, smul_sub, Finset.sum_sub_distrib, Finset.smul_sum,
      smul_comm (E₀ : ℂ)]
  have key (i : ι) : inner ℂ (χ i) (residual H₀ V E₀ E₁ ψ₀ (∑ j, c j • χ j)) =
      ∑ j, inner ℂ (χ i) (H₀ (χ j) - (E₀ : ℂ) • χ j) * c j +
        inner ℂ (χ i) (V ψ₀ - (E₁ : ℂ) • ψ₀) := by
    rw [residual, hsum, inner_add_right, inner_sum]
    simp only [inner_smul_right, mul_comm]
  constructor
  · intro h i
    rw [eq_neg_iff_add_eq_zero, ← key i]
    exact h _ (Submodule.subset_span ⟨i, rfl⟩)
  · intro h η hη
    -- orthogonality to the basis functions extends to their span
    induction hη using Submodule.span_induction with
    | mem x hx =>
      obtain ⟨i, rfl⟩ := hx
      rw [key i, h i, neg_add_cancel]
    | zero => exact inner_zero_left _
    | add x y _ _ hx hy => rw [inner_add_left, hx, hy, add_zero]
    | smul a x _ hx => rw [inner_smul_left, hx, mul_zero]

/-- If `ψ₀` is a normalised eigenvector of `H₀` with eigenvalue `E₀` and lies in the trial
space, a stationary point exists only if `E₁ = ⟨ψ₀, V ψ₀⟩`. -/
theorem first_order_energy_of_stationaryOn (W : Submodule ℂ 𝓗) (φ : 𝓗)
    (hψ : H₀ ψ₀ = (E₀ : ℂ) • ψ₀) (hn : ‖ψ₀‖ = 1) (hW : ψ₀ ∈ W)
    (hs : StationaryOn H₀ V E₀ E₁ ψ₀ W φ) : (E₁ : ℂ) = inner ℂ ψ₀ (V ψ₀) := by
  have h := (stationaryOn_iff_orthogonal hH V E₀ E₁ ψ₀ W φ).mp hs ψ₀ hW
  have h1 : inner ℂ ψ₀ (H₀ φ) = (E₀ : ℂ) * inner ℂ ψ₀ φ := by
    rw [← hH ψ₀ φ, hψ, inner_smul_left, Complex.conj_ofReal]
  have h2 : inner ℂ ψ₀ ψ₀ = (1 : ℂ) := by
    rw [inner_self_eq_norm_sq_to_K, hn]
    simp
  rw [residual, inner_add_right, inner_sub_right, inner_sub_right, inner_smul_right,
    inner_smul_right, h1, h2] at h
  linear_combination -h

omit hH

/-- The two-level Hamiltonian with level energies `0` and `Δ`. -/
def twoLevelH (Δ : ℝ) : EuclideanSpace ℂ (Fin 2) →ₗ[ℂ] EuclideanSpace ℂ (Fin 2) :=
  Matrix.toEuclideanLin !![0, 0; 0, (Δ : ℂ)]

/-- The coupling of the two levels with complex strength `v`. -/
def twoLevelV (v : ℂ) : EuclideanSpace ℂ (Fin 2) →ₗ[ℂ] EuclideanSpace ℂ (Fin 2) :=
  Matrix.toEuclideanLin !![0, conj v; v, 0]

/-- For two levels with gap `Δ ≠ 0`, the Hamiltonian is symmetric, `(1, 0)` is a normalised
eigenvector with eigenvalue `0`, and `(0, -v/Δ)` is a stationary point for `E₀ = E₁ = 0`. -/
theorem twoLevel_witness (Δ : ℝ) (hΔ : Δ ≠ 0) (v : ℂ) :
    (twoLevelH Δ).IsSymmetric ∧
      twoLevelH Δ !₂[1, 0] = ((0 : ℝ) : ℂ) • !₂[1, 0] ∧
      ‖(!₂[1, 0] : EuclideanSpace ℂ (Fin 2))‖ = 1 ∧
      StationaryOn (twoLevelH Δ) (twoLevelV v) 0 0 !₂[1, 0] ⊤ !₂[0, -v / (Δ : ℂ)] := by
  have hsym : (twoLevelH Δ).IsSymmetric := by
    intro x y
    simp [twoLevelH, Matrix.toLpLin_apply, PiLp.inner_apply, Fin.sum_univ_two, dotProduct]
    ring
  have hΔ' : (Δ : ℂ) ≠ 0 := Complex.ofReal_ne_zero.mpr hΔ
  refine ⟨hsym, ?_, ?_, ?_⟩
  · ext i
    fin_cases i <;> simp [twoLevelH, Matrix.toLpLin_apply]
  · simp [EuclideanSpace.norm_eq, Fin.sum_univ_two]
  · intro η _
    refine (stationary_iff_first_order hsym (twoLevelV v) 0 0 _ _).mpr ?_ η
    ext i
    fin_cases i <;> simp [twoLevelH, twoLevelV, Matrix.toLpLin_apply, hΔ']

end

end HylleraasStationarity
```

```lean
#print axioms HylleraasStationarity.stationary_iff_first_order
-- 'HylleraasStationarity.stationary_iff_first_order' depends on axioms: [propext, Classical.choice, Quot.sound]
#print axioms HylleraasStationarity.stationaryOn_span_iff
-- 'HylleraasStationarity.stationaryOn_span_iff' depends on axioms: [propext, Classical.choice, Quot.sound]
#print axioms HylleraasStationarity.first_order_energy_of_stationaryOn
-- 'HylleraasStationarity.first_order_energy_of_stationaryOn' depends on axioms: [propext, Classical.choice, Quot.sound]
```

## Stationarity along real lines

The main theorem is `stationary_iff_first_order`. Its left side takes each vector $\eta$, moves from $\varphi$ to $\varphi+s\eta$ with $s$ real, and says that $J$ has derivative $0$ at $s=0$. In `HasDerivAt f 0 0`, the first zero is the derivative and the second is the point. The right side is the first-order equation of Rayleigh–Schrödinger perturbation theory.

`StationaryOn` restricts the directions $\eta$ to a complex subspace $W$, the trial space. The point $\varphi$ itself need not lie in $W$.

## Which operators and states are covered

The space `𝓗` may have any dimension and need not be complete. `H₀` is the unperturbed Hamiltonian, and `H₀.IsSymmetric` means $\langle H_0x,y\rangle=\langle x,H_0y\rangle$ for all $x,y$. The inner product is conjugate-linear in its first argument. `V` is the perturbation; its symmetry is never needed, because only the vector $V\psi_0$ enters.

Both operators act on the whole space and map it into itself. An unbounded Hamiltonian therefore fits only on a domain that both operators preserve.

In the main theorem $\psi_0$, $E_0$ and $E_1$ are unrestricted. They acquire their usual meaning when $\psi_0$ is a normalised eigenvector with energy $E_0$, and $E_1$ is the first-order energy. The theorem does not say that a solution $\varphi$ exists or is unique.

Hylleraas's name is usually attached to a minimum principle for the ground state. The equivalence here concerns stationary points, which may also be maxima or saddle points.

## The quadratic in $s$

Write $A=H_0-E_0$ and $b=(V-E_1)\psi_0$, and let $r=A\varphi+b$ be the `residual`. Expanding gives

$$\langle\varphi+s\eta,A(\varphi+s\eta)\rangle=\langle\varphi,A\varphi\rangle+s\big(\langle\varphi,A\eta\rangle+\langle\eta,A\varphi\rangle\big)+s^2\langle\eta,A\eta\rangle .$$

Since $H_0$ is symmetric and $E_0$ is real, $\langle\varphi,A\eta\rangle=\langle A\varphi,\eta\rangle=\overline{\langle\eta,A\varphi\rangle}$. The two cross terms have equal real parts. The source term adds $2s\,\mathrm{Re}\langle\eta,b\rangle$, so

$$J(\varphi+s\eta)=J(\varphi)+2s\,\mathrm{Re}\langle\eta,r\rangle+s^2\,\mathrm{Re}\langle\eta,A\eta\rangle .$$

This is `hylleraas_line`. In its proof, `h1` equates the real parts of the $H_0$ cross terms and `h2` those of the overlaps; `linear_combination` puts them together. `hasDerivAt_hylleraas` differentiates the polynomial at $s=0$ and obtains $2\,\mathrm{Re}\langle\eta,r\rangle$.

## From real parts to a vanishing residual

Suppose $J$ is stationary on $W$. Uniqueness of the derivative gives $\mathrm{Re}\langle\eta,r\rangle=0$ for every $\eta\in W$. As $W$ is a complex subspace, $i\eta$ is also an allowed direction, and

$$\mathrm{Re}\langle i\eta,r\rangle=\mathrm{Re}\big(-i\langle\eta,r\rangle\big)=\mathrm{Im}\langle\eta,r\rangle .$$

Hence $\langle\eta,r\rangle=0$. Conversely, orthogonality makes every derivative vanish. This is `stationaryOn_iff_orthogonal`, where `him` supplies the imaginary part.

For the main theorem $W$ is the whole space, written `⊤`. Choosing $\eta=r$ gives $\|r\|^2=0$, so $r=0$, which is the first-order equation. If $r=0$, all the inner products vanish and $J$ is stationary.

## Coefficient equations and the value of $E_1$

Let $\chi_i$ be a finite family of vectors, and put $\varphi=\sum_j c_j\chi_j$. Linearity gives

$$\langle\chi_i,r\rangle=\sum_j\langle\chi_i,A\chi_j\rangle c_j+\langle\chi_i,b\rangle .$$

A vector is orthogonal to the span of the $\chi_i$ exactly when it is orthogonal to each of them. Stationarity on the span is therefore equivalent to

$$\sum_j\langle\chi_i,(H_0-E_0)\chi_j\rangle c_j=-\langle\chi_i,(V-E_1)\psi_0\rangle\quad\text{for all } i.$$

In `stationaryOn_span_iff`, `key` is the formula for $\langle\chi_i,r\rangle$, and `span_induction` extends orthogonality to the span. The family may be non-orthogonal or even linearly dependent. In electronic structure, these are the linear equations for a first-order wavefunction expanded in a finite basis, for one fixed reference state $\psi_0$. The $\chi_i$ lie in the same space as $\psi_0$, so for several electrons they are many-electron functions, such as determinants, and not orbitals.

Now let $\psi_0\in W$ be normalised with $H_0\psi_0=E_0\psi_0$. Symmetry gives $\langle\psi_0,A\varphi\rangle=\langle A\psi_0,\varphi\rangle=0$. Testing $r$ against $\psi_0$ then leaves

$$0=\langle\psi_0,r\rangle=\langle\psi_0,V\psi_0\rangle-E_1 .$$

So a stationary point can exist only if $E_1=\langle\psi_0,V\psi_0\rangle$, which is the usual first-order energy when $E_0$ is non-degenerate. This is `first_order_energy_of_stationaryOn`, with `h1` for the symmetry step and `h2` for the normalisation.

## Two levels with gap 2 and coupling $1+i$

`twoLevel_witness` takes level energies $0$ and $\Delta\neq0$, coupling $v$, $\psi_0=(1,0)$ and $E_0=E_1=0$. It checks symmetry, the eigenvector equation and the norm, then obtains stationarity at $(0,-v/\Delta)$ by verifying the first-order equation in components.

For $\Delta=2$ and $v=1+i$, we have $V\psi_0=(0,1+i)$. The second component of the equation reads $2\varphi_2=-(1+i)$, so $\varphi_2=-(1+i)/2$. The first component reads $0=0$ and leaves $\varphi_1$ free; the choice $\varphi_1=0$ makes $\varphi$ orthogonal to $\psi_0$. Then

$$J(\varphi)=2\cdot\tfrac12+2\cdot(-1)=-1=-\frac{|v|^2}{\Delta},$$

the second-order energy of the lower level. Along $\eta=(0,1)$, $J(\varphi+s\eta)=-1+2s^2$.

The point $(0,-1/2)$ shows the role of imaginary directions. Its residual is $(0,i)$, so the derivative along $(0,1)$ is zero, but along $(0,i)$ it is $2$.

## A Fréchet derivative in place of directional ones

Stationarity could also be expressed by a vanishing Fréchet derivative of $J$, with `𝓗` regarded as a real normed space. That controls all directions uniformly, but it requires $H_0$ to be bounded. On a complete space this is automatic for a symmetric operator defined everywhere; on an incomplete space it can fail. The directional definition does not need boundedness, since $J$ is a polynomial in $s$ on each line.
